# Detailed balance between thermal absorption and emission lines in a finite level system

The system has finitely many levels with real energies $E_n$, and $\hbar=1$, so a frequency $w$ is also an energy. The inverse temperature is $b=1/(k_BT)$. The matrix $X$ represents, in the energy basis, the operator that drives the transitions, and $X_{nm}$ is its element for $m\to n$. Detailed balance is proved for Hermitian $X$. Positive $w$ means that the system gains energy.

## Levels, populations and lines

```lean
import Mathlib

open Finset

namespace EinsteinDetailedBalance

noncomputable section

variable {ι : Type*} [Fintype ι]
```

Mathlib is Lean's mathematical library. The type `ι` is the set of level labels, and `Fintype ι` says that it is finite.

```lean
/-- The partition function of levels `E` at inverse temperature `b`. -/
def partitionFunction (b : ℝ) (E : ι → ℝ) : ℝ := ∑ n, Real.exp (-(b * E n))
```

This is $Z=\sum_n e^{-bE_n}$. The type `ι → ℝ` of `E` means one real number per level.

```lean
/-- The Gibbs population of level `n` at inverse temperature `b`. -/
def gibbs (b : ℝ) (E : ι → ℝ) (n : ι) : ℝ :=
  Real.exp (-(b * E n)) / partitionFunction b E
```

The Gibbs population is $p_n=e^{-bE_n}/Z$.

```lean
/-- The line spectrum at frequency `w` (with ħ = 1): squared matrix elements of `X` for all
transitions `m → n` with energy gain `w`, weighted by the initial populations `p m`. -/
def lineSpectrum (p E : ι → ℝ) (X : Matrix ι ι ℂ) (w : ℝ) : ℝ :=
  ∑ m, ∑ n, if E n - E m = w then p m * ‖X n m‖ ^ 2 else 0
```

For any populations $p$, the line spectrum is

$$S(w)=\sum_{m,n:\,E_n-E_m=w}p_m|X_{nm}|^2 .$$

The `if` keeps only the pairs with the right gap. Lines are perfectly sharp: $S(w)$ is a finite sum at one exact frequency, with no linewidth.

```lean
/-- Net absorption at frequency `w` in thermal equilibrium: the line spectrum at `w` minus that at
`-w` (for `w > 0`, upward minus downward strength). -/
def netAbsorption (b : ℝ) (E : ι → ℝ) (X : Matrix ι ι ℂ) (w : ℝ) : ℝ :=
  lineSpectrum (gibbs b E) E X w - lineSpectrum (gibbs b E) E X (-w)
```

Net absorption is $S(w)-S(-w)$ with Gibbs populations. For $w>0$ this is the upward minus the downward strength.

## The Boltzmann factor between the two lines

```lean
/-- Two Gibbs populations differ by the Boltzmann factor of their energy difference. -/
theorem gibbs_ratio (b : ℝ) (E : ι → ℝ) (n m : ι) :
    gibbs b E n = Real.exp (-(b * (E n - E m))) * gibbs b E m := by
  have h : -(b * E n) = -(b * (E n - E m)) + -(b * E m) := by ring
  unfold gibbs
  rw [h, Real.exp_add, mul_div_assoc]
```

A Lean theorem lists its data and hypotheses, then after the colon its claim, and after `:=` its proof. Here the claim is $p_n=e^{-b(E_n-E_m)}p_m$. The proof splits $-bE_n=-b(E_n-E_m)-bE_m$ in the exponent; the common $Z$ stays in place.

```lean
/-- **Detailed balance**: for Hermitian `X` in thermal equilibrium, the line spectrum at `-w` is the
line spectrum at `w` times the Boltzmann factor `exp (-b w)`. -/
theorem detailed_balance (b : ℝ) (E : ι → ℝ) {X : Matrix ι ι ℂ} (hX : X.IsHermitian)
    (w : ℝ) :
    lineSpectrum (gibbs b E) E X (-w)
      = Real.exp (-(b * w)) * lineSpectrum (gibbs b E) E X w := by
  unfold lineSpectrum
  -- exchange the roles of initial and final level
  refine Finset.sum_comm.trans ?_
  rw [Finset.mul_sum]
  refine Finset.sum_congr rfl fun m _ => ?_
  rw [Finset.mul_sum]
  refine Finset.sum_congr rfl fun n _ => ?_
  by_cases h : E n - E m = w
  · have h' : E m - E n = -w := by linarith
    -- Hermiticity: both directions have the same strength
    have hn : ‖X m n‖ = ‖X n m‖ := by rw [← hX.apply m n, norm_star]
    rw [if_pos h', if_pos h, gibbs_ratio b E n m, h, hn]
    ring
  · have h' : ¬ E m - E n = -w := fun k => h (by linarith)
    rw [if_neg h', if_neg h, mul_zero]
```

For Hermitian $X$ and all real $b$ and $w$, this says $S(-w)=e^{-bw}S(w)$. By hand, write out $S(-w)$ and exchange the names $m$ and $n$:

$$S(-w)=\sum_{m,n:\,E_n-E_m=w}p_n|X_{mn}|^2=\sum_{m,n:\,E_n-E_m=w}e^{-bw}p_m|X_{nm}|^2=e^{-bw}S(w).$$

The middle step uses the population ratio and $|X_{mn}|=|X_{nm}|$. In Lean, `Finset.sum_comm` does the exchange and `Finset.sum_congr` reduces the claim to single terms. Then `by_cases` separates pairs with gap $w$ from the rest, which give zero on both sides.

Hermiticity matters. Take two levels with $E_1=0$, $E_2=1$, and let $X_{21}=1$ be the only nonzero element. Then $S(1)=p_1>0$ but $S(-1)=0$, and the relation fails.

In a calculation for a finite-level model in thermal equilibrium with Hermitian $X$, such as a small spin system, it is enough to sum the lines $S(w)$ with $w\ge0$; the relation then gives $S(-w)$.

## The sign of net absorption

```lean
/-- The line spectrum is nonnegative when the populations are. -/
theorem lineSpectrum_nonneg {p : ι → ℝ} (hp : ∀ m, 0 ≤ p m) (E : ι → ℝ)
    (X : Matrix ι ι ℂ) (w : ℝ) : 0 ≤ lineSpectrum p E X w := by
  refine Finset.sum_nonneg fun m _ => Finset.sum_nonneg fun n _ => ?_
  split_ifs
  · exact mul_nonneg (hp m) (sq_nonneg _)
  · exact le_rfl
```

If all $p_m\ge0$, every term of $S(w)$ is nonnegative, and so is the sum. The tactic `split_ifs` treats the two branches of the `if` separately.

```lean
/-- The thermal line spectrum at `w` is positive exactly when `X n m ≠ 0` for some levels `m` and
`n`, possibly equal, with `E n - E m = w`. -/
theorem lineSpectrum_pos_iff (b : ℝ) (E : ι → ℝ) (X : Matrix ι ι ℂ) (w : ℝ) :
    0 < lineSpectrum (gibbs b E) E X w ↔ ∃ m n, E n - E m = w ∧ X n m ≠ 0 := by
  constructor
  · intro h
    by_contra hc
    refine h.ne' (Finset.sum_eq_zero fun m _ => Finset.sum_eq_zero fun n _ => ?_)
    split_ifs with hw
    · have hx : X n m = 0 := by
        by_contra hx
        exact hc ⟨m, n, hw, hx⟩
      simp [hx]
    · rfl
  · rintro ⟨m, n, hw, hx⟩
    have hZ : 0 < partitionFunction b E :=
      Finset.sum_pos (fun i _ => Real.exp_pos _) ⟨m, Finset.mem_univ m⟩
    have hp : ∀ k, 0 < gibbs b E k := fun k => div_pos (Real.exp_pos _) hZ
    have ht : ∀ k l, 0 ≤ if E l - E k = w then gibbs b E k * ‖X l k‖ ^ 2 else 0 := by
      intro k l
      split_ifs
      · exact mul_nonneg (hp k).le (sq_nonneg _)
      · exact le_rfl
    refine Finset.sum_pos' (fun k _ => Finset.sum_nonneg fun l _ => ht k l)
      ⟨m, Finset.mem_univ m, Finset.sum_pos' (fun l _ => ht m l) ⟨n, Finset.mem_univ n, ?_⟩⟩
    rw [if_pos hw]
    exact mul_pos (hp m) (pow_pos (norm_pos_iff.mpr hx) 2)
```

With Gibbs populations, $S(w)>0$ exactly when some pair has $E_n-E_m=w$ and $X_{nm}\ne0$. At $w=0$ the pair may be a single level, $m=n$, with a nonzero diagonal element. If no such pair exists, every term vanishes. If one exists, its term $p_m|X_{nm}|^2$ is positive, because Gibbs populations are positive, and the other terms cannot cancel it. The two bullets after `constructor` are these two directions.

```lean
/-- For Hermitian `X` and nonnegative inverse temperature and frequency, net absorption is
nonnegative. -/
theorem netAbsorption_nonneg {b w : ℝ} (hb : 0 ≤ b) (hw : 0 ≤ w) (E : ι → ℝ)
    {X : Matrix ι ι ℂ} (hX : X.IsHermitian) : 0 ≤ netAbsorption b E X w := by
  have hp : ∀ m, 0 ≤ gibbs b E m := fun m =>
    div_nonneg (Real.exp_pos _).le (Finset.sum_nonneg fun i _ => (Real.exp_pos _).le)
  have h1 : Real.exp (-(b * w)) ≤ 1 :=
    Real.exp_le_one_iff.mpr (neg_nonpos.mpr (mul_nonneg hb hw))
  unfold netAbsorption
  rw [detailed_balance b E hX w, ← one_sub_mul]
  exact mul_nonneg (sub_nonneg.mpr h1) (lineSpectrum_nonneg hp E X w)
```

Detailed balance gives

$$S(w)-S(-w)=(1-e^{-bw})\,S(w).$$

For $b,w\ge0$ both factors are nonnegative. The proof rewrites the difference in this form and multiplies the two inequalities.

```lean
/-- For Hermitian `X` and positive inverse temperature and frequency, net absorption is strictly
positive exactly when `X` couples two levels with gap `w`. -/
theorem netAbsorption_pos_iff {b w : ℝ} (hb : 0 < b) (hw : 0 < w) (E : ι → ℝ)
    {X : Matrix ι ι ℂ} (hX : X.IsHermitian) :
    0 < netAbsorption b E X w ↔ ∃ m n, E n - E m = w ∧ X n m ≠ 0 := by
  have h1 : Real.exp (-(b * w)) < 1 :=
    Real.exp_lt_one_iff.mpr (neg_lt_zero.mpr (mul_pos hb hw))
  unfold netAbsorption
  rw [detailed_balance b E hX w, ← one_sub_mul, mul_pos_iff_of_pos_left (sub_pos.mpr h1),
    lineSpectrum_pos_iff]
```

For $b,w>0$ the first factor is strictly positive, so net absorption is positive exactly when $S(w)$ is, that is, when $X$ couples two levels with gap $w$.

## Balance with a radiation field

```lean
/-- Let `X` be Hermitian, `b` and `w` positive, and the thermal line spectrum at `w` nonzero. With
`a` the ratio of the spontaneous to the stimulated emission coefficient, absorption balances total
emission exactly when the radiation density is `u = a / (exp (b w) - 1)`. -/
theorem radiation_balance_iff {b w : ℝ} (hb : 0 < b) (hw : 0 < w) (E : ι → ℝ)
    {X : Matrix ι ι ℂ} (hX : X.IsHermitian)
    (hS : lineSpectrum (gibbs b E) E X w ≠ 0) (a u : ℝ) :
    lineSpectrum (gibbs b E) E X w * u = lineSpectrum (gibbs b E) E X (-w) * (u + a)
      ↔ u = a / (Real.exp (b * w) - 1) := by
  have h1 : 1 < Real.exp (b * w) := Real.one_lt_exp_iff.mpr (mul_pos hb hw)
  have he : Real.exp (b * w) * (Real.exp (b * w))⁻¹ = 1 :=
    mul_inv_cancel₀ (Real.exp_pos _).ne'
  rw [detailed_balance b E hX w, Real.exp_neg, eq_div_iff (sub_pos.mpr h1).ne']
  set S := lineSpectrum (gibbs b E) E X w
  constructor
  · intro h
    apply mul_left_cancel₀ hS
    linear_combination Real.exp (b * w) * h + S * (u + a) * he
  · intro h
    linear_combination (Real.exp (b * w))⁻¹ * S * h - S * u * he
```

Let $u$ be the radiation density at frequency $w$. Absorption and stimulated emission are proportional to $u$. Spontaneous emission happens without a field, and the number $a$ measures it relative to stimulated emission: it is Einstein's ratio $A/B$, here a given constant shared by all transitions at this frequency. For $b,w>0$ and a line that is present, $S(w)\ne0$, the balance reads

$$S(w)\,u=S(-w)(u+a)=e^{-bw}S(w)(u+a).$$

Dividing by $S(w)$ and multiplying by $e^{bw}$ gives $e^{bw}u=u+a$, hence $u=a/(e^{bw}-1)$. Each step can be reversed. This has the thermal denominator of Planck's law; the frequency dependence of $a$, which the full law needs, is not derived.

In the proof, `linear_combination` checks that the wanted equation is an explicit combination of known ones, and `mul_left_cancel₀` cancels $S(w)$.

## From detailed balance back to Gibbs populations

```lean
/-- The probe coupling that connects only the levels `i` and `j`, with unit strength. -/
def probe [DecidableEq ι] (i j : ι) : Matrix ι ι ℂ :=
  fun k l => if (k = i ∧ l = j) ∨ (k = j ∧ l = i) then 1 else 0
```

The probe coupling has entries $1$ at positions $(i,j)$ and $(j,i)$, and $0$ elsewhere.

```lean
omit [Fintype ι] in
/-- The probe coupling is Hermitian. -/
theorem probe_isHermitian [DecidableEq ι] (i j : ι) : (probe i j).IsHermitian := by
  refine Matrix.IsHermitian.ext fun k l => ?_
  have h : ((l = i ∧ k = j) ∨ (l = j ∧ k = i)) ↔ ((k = i ∧ l = j) ∨ (k = j ∧ l = i)) := by
    tauto
  simp only [probe, h]
  split_ifs <;> simp
```

It is Hermitian, since its entries are real and its definition is symmetric under exchange of row and column.

```lean
/-- For nondegenerate levels, the probe spectrum at `E i - E j` is the population of `j`. -/
theorem lineSpectrum_probe [DecidableEq ι] (p : ι → ℝ) {E : ι → ℝ}
    (hE : Function.Injective E) {i j : ι} (hij : i ≠ j) :
    lineSpectrum p E (probe i j) (E i - E j) = p j := by
  have key : ∀ m n, (if E n - E m = E i - E j then p m * ‖probe i j n m‖ ^ 2 else 0)
      = if m = j then (if n = i then p j else 0) else 0 := by
    intro m n
    by_cases hm : m = j
    · by_cases hn : n = i
      · simp [probe, hm, hn]
      · simp [probe, hm, hn, hij.symm]
    · by_cases hc : n = j ∧ m = i
      · -- the reverse transition has the opposite frequency
        have hne : ¬ (E j - E i = E i - E j) := fun k => hij (hE (by linarith))
        rw [hc.1, hc.2, if_neg hne, if_neg hij]
      · have h0 : probe i j n m = 0 := if_neg (by
          rintro (h | h)
          · exact hm h.2
          · exact hc h)
        simp [h0, hm]
  unfold lineSpectrum
  simp only [key]
  rw [Finset.sum_eq_single j (fun m _ hm => by simp [hm]) (by simp)]
  simp
```

`Function.Injective E` says that different levels have different energies. For $i\ne j$, the probe allows only $j\to i$, with gap $E_i-E_j$, and $i\to j$, with the opposite gap. Nondegeneracy makes these gaps different, so at $w=E_i-E_j$ only the first contributes, and $S(E_i-E_j)=p_j$. The statement `key` records this term by term.

```lean
/-- Converse: for nondegenerate levels, normalised populations that obey detailed balance for
every Hermitian coupling and every frequency are the Gibbs populations. -/
theorem eq_gibbs_of_detailed_balance [DecidableEq ι] (b : ℝ) {p E : ι → ℝ}
    (hE : Function.Injective E) (hp : ∑ n, p n = 1)
    (h : ∀ X : Matrix ι ι ℂ, X.IsHermitian → ∀ w : ℝ,
      lineSpectrum p E X (-w) = Real.exp (-(b * w)) * lineSpectrum p E X w) :
    p = gibbs b E := by
  -- probing a pair of levels fixes the ratio of their populations
  have ratio : ∀ i j, p i = Real.exp (-(b * (E i - E j))) * p j := by
    intro i j
    by_cases hij : i = j
    · simp [hij]
    · have hc : probe i j = probe j i := by
        ext k l
        exact if_congr or_comm rfl rfl
      have h1 := h (probe i j) (probe_isHermitian i j) (E i - E j)
      rw [lineSpectrum_probe p hE hij, neg_sub, hc,
        lineSpectrum_probe p hE (Ne.symm hij)] at h1
      exact h1
  funext j
  have hZ : 0 < partitionFunction b E :=
    Finset.sum_pos (fun i _ => Real.exp_pos _) ⟨j, Finset.mem_univ j⟩
  unfold gibbs
  rw [eq_div_iff hZ.ne']
  -- normalisation fixes the common factor
  calc p j * partitionFunction b E = ∑ i, Real.exp (-(b * E j)) * p i := by
        unfold partitionFunction
        rw [Finset.mul_sum]
        refine Finset.sum_congr rfl fun i _ => ?_
        have e : Real.exp (-(b * E j))
            = Real.exp (-(b * (E j - E i))) * Real.exp (-(b * E i)) := by
          rw [← Real.exp_add]
          congr 1
          ring
        rw [e]
        linear_combination Real.exp (-(b * E i)) * ratio j i
    _ = Real.exp (-(b * E j)) := by rw [← Finset.mul_sum, hp, mul_one]

end

end EinsteinDetailedBalance
```

Suppose the levels are nondegenerate, $\sum_n p_n=1$, and $p$ obeys detailed balance with the given $b$ for every Hermitian coupling and every frequency. Then $p$ is the Gibbs distribution. Positivity of $p$ is not assumed.

Applying the hypothesis to the probe at $w=E_i-E_j$ turns $S(-w)=e^{-bw}S(w)$ into

$$p_i=e^{-b(E_i-E_j)}p_j ,$$

which is the step `ratio`. Normalisation then fixes the common factor:

$$p_jZ=\sum_i p_j e^{-bE_i}=\sum_i e^{-bE_j}p_i=e^{-bE_j}.$$

The `calc` block is this chain, and division by $Z>0$ finishes the proof.

With degenerate levels the conclusion can fail. Take two levels of equal energy and $p=(1,0)$. All transitions sit at $w=0$, where detailed balance only says $S(0)=S(0)$, and at other frequencies both sides vanish. The hypothesis holds, yet the Gibbs populations are $(\tfrac12,\tfrac12)$.

```lean
#print axioms EinsteinDetailedBalance.netAbsorption_nonneg
#print axioms EinsteinDetailedBalance.netAbsorption_pos_iff
#print axioms EinsteinDetailedBalance.radiation_balance_iff
#print axioms EinsteinDetailedBalance.eq_gibbs_of_detailed_balance
```

```
'EinsteinDetailedBalance.netAbsorption_nonneg' depends on axioms: [propext, Classical.choice, Quot.sound]
'EinsteinDetailedBalance.netAbsorption_pos_iff' depends on axioms: [propext, Classical.choice, Quot.sound]
'EinsteinDetailedBalance.radiation_balance_iff' depends on axioms: [propext, Classical.choice, Quot.sound]
'EinsteinDetailedBalance.eq_gibbs_of_detailed_balance' depends on axioms: [propext, Classical.choice, Quot.sound]
```
